# The three-point grid underestimates the decay constant of a uniform tunnelling barrier

## One grid step already damps the amplitude too little

Suppose a wavefunction decays into a deep uniform barrier with decay constant \(k_0\), and my grid spacing \(a\) is coarse enough that \(ak_0=1\). Over one step the exact amplitude falls by the factor \(e^{-1}\approx0.368\). With the three-point second difference, the factor \(r\) per step satisfies \(r+1/r=3\), and the decaying root is \(r=(3-\sqrt5)/2\approx0.382\). On the grid the amplitude decays too slowly. Is the error always in this direction, and can I ignore it in a thick barrier if it's only four per cent per step?

## The error has a fixed sign and grows with depth

It always has this direction, and you can't judge it by a single step. After twenty steps at \(ak_0=1\), the squared amplitude is too large by a factor of about 4.5.

For energy \(E\) below a constant barrier \(V\) and mass \(m\), \(k_0=\sqrt{2m(V-E)}/\hbar\). The grid equation for the amplitudes \(\psi_n\) is

\[
\frac{\psi_{n+2}+\psi_n-2\psi_{n+1}}{a^2}=k_0^2\,\psi_{n+1},\qquad n=0,1,2,\dots
\]

Inserting \(\psi_n=e^{-qan}\) and dividing by \(\psi_{n+1}\) gives

\[
e^{qa}+e^{-qa}=2+a^2k_0^2 .
\]

The left side minus 2 is \(4\sinh^2(qa/2)\), so for \(q>0\)

\[
\sinh\frac{qa}{2}=\frac{ak_0}{2},\qquad q=\frac2a\,\mathrm{arsinh}\frac{ak_0}{2}.
\]

To see that every bounded solution decays this way, put \(s=e^{qa}\), \(r=e^{-qa}\) and \(D_n=\psi_{n+1}-r\psi_n\). Since \(s+r=2+a^2k_0^2\) and \(sr=1\),

\[
D_{n+1}=(s+r)\psi_{n+1}-\psi_n-r\psi_{n+1}=s(\psi_{n+1}-r\psi_n)=sD_n .
\]

Hence \(D_n=s^nD_0\). If \(|\psi_n|\le C\) for all \(n\), then \(|D_n|\le2C\), and \(s>1\) forces \(D_0=0\). What remains is \(\psi_n=r^n\psi_0\).

For the size of the error, let \(x\ge0\) and \(w=\sqrt{1+x^2}\ge1\). The derivative of \(\mathrm{arsinh}\,x\) is \(1/w\), and substituting \(x^2=w^2-1\) gives

\[
\frac1w-\Bigl(1-\frac{x^2}2\Bigr)=\frac{(w-1)^2(w+2)}{2w}\ge0,
\]
\[
1-\frac{x^2}2+\frac{3x^4}8-\frac1w=\frac{(w-1)^3(3w^2+9w+8)}{8w}\ge0 .
\]

Integrating from zero,

\[
x-\frac{x^3}6\le\mathrm{arsinh}\,x\le x-\frac{x^3}6+\frac{3x^5}{40}.
\]

With \(x=ak_0/2\), we have \(k_0-q=(2/a)(x-\mathrm{arsinh}\,x)\), so

\[
\frac{a^2k_0^3}{24}-\frac{3a^4k_0^5}{640}\le k_0-q\le\frac{a^2k_0^3}{24}.
\]

The difference is strictly positive because \(\sinh y>y\) for \(y=\mathrm{arsinh}\,x>0\). As \(a\to0\) at fixed \(k_0\), the two bounds give \((k_0-q)/a^2\to k_0^3/24\), so the coefficient \(1/24\) is the best possible.

At depth \(Na\), the logarithm of the squared attenuation is \(-2qNa\) on the grid and \(-2k_0Na\) in the continuum. The excess is

\[
0<2(k_0-q)Na\le\frac{a^2k_0^3}{12}\,Na\qquad(N\ge1).
\]

Consider a one-dimensional tunnelling simulation with the three-point difference and a uniform barrier of width \(Na\), thick compared with \(1/k_0\). The current at fixed energy is then a prefactor times \(e^{-2k_0Na}\) in the continuum, and a prefactor times \(e^{-2qNa}\) on the grid. The excess \(2(k_0-q)Na\) is the error that the exponential factor contributes to the logarithm of this current. The upper bound is close to it only when \(ak_0\) is small. Interface prefactors and the integral over energy are separate matters.

In the Lean file, `ψ : ℕ → ℝ` holds the real amplitudes and `IsGridBarrierSolution a k₀ ψ` is the grid equation above, centred on point `n + 1`. The surface value `ψ 0` is therefore free. Centring it on `n` with `ψ (n - 1)` would be wrong: in the natural numbers `0 - 1` is `0`, which would add a false equation at the surface and leave zero as the only bounded solution.

The number \(q\) is `gridDecay a k₀`. The theorems about it say the following for positive \(a\) and \(k_0\):

- `bounded_solution_eq`: a bounded solution is its surface value times \(e^{-qan}\).
- `exp_solution_iff`: for \(\kappa>0\), \(e^{-\kappa an}\) is a solution exactly when \(\kappa=q\).
- `decay_underestimated` and `decay_error_lower`: the bounds on \(k_0-q\).
- `log_attenuation_error`: the excess at depth \(Na\), for `ψ 0 ≠ 0` and `0 < N`.

The hypothesis `hb`, that \(|\psi_n|\le C\), stands for a barrier that continues indefinitely, with no growing component. A barrier of finite width generally has such a component, caused by its far face, so \(Na\) in the theorem is a depth inside a half-infinite barrier and the squared ratio is not a full transmission coefficient. The potential and the mass are constant.

```lean
import Mathlib

open Real

namespace GridTunnelling

/-- The barrier equation `ψ'' = k₀² ψ` with the three-point second difference, at all interior
points of a half-line grid of spacing `a ≠ 0`. -/
def IsGridBarrierSolution (a k₀ : ℝ) (ψ : ℕ → ℝ) : Prop :=
  ∀ n : ℕ, (ψ (n + 2) + ψ n - 2 * ψ (n + 1)) / a ^ 2 = k₀ ^ 2 * ψ (n + 1)

/-- The grid decay constant `q = (2/a) arsinh (a k₀ / 2)`, for spacing `a ≠ 0`. -/
noncomputable def gridDecay (a k₀ : ℝ) : ℝ := 2 / a * arsinh (a * k₀ / 2)

/-- For `x ≥ 0`, the inverse hyperbolic sine lies between its third-order and fifth-order
Taylor polynomials. -/
theorem arsinh_taylor_bounds {x : ℝ} (hx : 0 ≤ x) :
    x - x ^ 3 / 6 ≤ arsinh x ∧ arsinh x ≤ x - x ^ 3 / 6 + 3 * x ^ 5 / 40 := by
  have h3 : ∀ y : ℝ, HasDerivAt (fun y : ℝ => y - y ^ 3 / 6) (1 - y ^ 2 / 2) y := fun y =>
    ((hasDerivAt_id' y).fun_sub ((hasDerivAt_pow 3 y).div_const 6)).congr_deriv
      (by norm_num; ring)
  have h5 : ∀ y : ℝ, HasDerivAt (fun y : ℝ => y - y ^ 3 / 6 + 3 * y ^ 5 / 40)
      (1 - y ^ 2 / 2 + 3 * y ^ 4 / 8) y := fun y =>
    ((h3 y).fun_add (((hasDerivAt_pow 5 y).const_mul 3).div_const 40)).congr_deriv
      (by norm_num; ring)
  -- the derivative of arsinh is 1/w with w = √(1 + y²) ≥ 1
  have hw : ∀ y : ℝ, 1 ≤ √(1 + y ^ 2) := fun y =>
    Real.one_le_sqrt.2 (by nlinarith [sq_nonneg y])
  have hy : ∀ y : ℝ, y ^ 2 = √(1 + y ^ 2) ^ 2 - 1 := fun y => by
    rw [Real.sq_sqrt (by positivity)]; ring
  have lo : ∀ y : ℝ, 1 - y ^ 2 / 2 ≤ (√(1 + y ^ 2))⁻¹ := by
    intro y
    have h1 := hw y
    have h2 := hy y
    generalize √(1 + y ^ 2) = w at h1 h2 ⊢
    rw [← one_div, le_div_iff₀ (by linarith), h2]
    nlinarith [mul_nonneg (sq_nonneg (w - 1)) (by linarith : (0 : ℝ) ≤ w + 2)]
  have hi : ∀ y : ℝ, (√(1 + y ^ 2))⁻¹ ≤ 1 - y ^ 2 / 2 + 3 * y ^ 4 / 8 := by
    intro y
    have h1 := hw y
    have h2 := hy y
    generalize √(1 + y ^ 2) = w at h1 h2 ⊢
    have h4 : y ^ 4 = (w ^ 2 - 1) ^ 2 := by rw [← h2]; ring
    rw [← one_div, div_le_iff₀ (by linarith), h4, h2]
    nlinarith [mul_nonneg (pow_nonneg (by linarith : (0 : ℝ) ≤ w - 1) 3)
      (by positivity : (0 : ℝ) ≤ 3 * w ^ 2 + 9 * w + 8)]
  -- both differences are increasing and vanish at zero
  have d1 := fun y => (Real.hasDerivAt_arsinh y).fun_sub (h3 y)
  have d2 := fun y => (h5 y).fun_sub (Real.hasDerivAt_arsinh y)
  have m1 := monotone_of_deriv_nonneg (fun y => (d1 y).differentiableAt)
    (fun y => by rw [(d1 y).deriv]; linarith [lo y]) hx
  have m2 := monotone_of_deriv_nonneg (fun y => (d2 y).differentiableAt)
    (fun y => by rw [(d2 y).deriv]; linarith [hi y]) hx
  simp only [Real.arsinh_zero] at m1 m2
  constructor <;> linarith

lemma gridDecay_mul {a : ℝ} (ha : 0 < a) (k₀ : ℝ) :
    gridDecay a k₀ * a = 2 * arsinh (a * k₀ / 2) := by
  unfold gridDecay
  field_simp

lemma exp_step (c : ℝ) (m : ℕ) :
    exp (-(c * ((m + 1 : ℕ) : ℝ))) = exp (-c) * exp (-(c * m)) := by
  rw [← Real.exp_add]
  congr 1
  push_cast
  ring

/-- Dispersion relation in the barrier: for spacing `a > 0`, the growth and decay factors per
grid step add up to `2 + a² k₀²`. -/
theorem grid_dispersion {a : ℝ} (ha : 0 < a) (k₀ : ℝ) :
    exp (gridDecay a k₀ * a) + exp (-(gridDecay a k₀ * a)) = 2 + a ^ 2 * k₀ ^ 2 := by
  have h := Real.cosh_two_mul (arsinh (a * k₀ / 2))
  rw [Real.cosh_sq, Real.sinh_arsinh, Real.cosh_eq] at h
  rw [gridDecay_mul ha]
  linear_combination 2 * h

/-- For `a, k₀ > 0`, every bounded solution of the grid barrier equation is its surface value
times `exp (-q a n)`, with `q` the grid decay constant. -/
theorem bounded_solution_eq {a k₀ C : ℝ} (ha : 0 < a) (hk : 0 < k₀) {ψ : ℕ → ℝ}
    (hψ : IsGridBarrierSolution a k₀ ψ) (hb : ∀ n, |ψ n| ≤ C) (n : ℕ) :
    ψ n = ψ 0 * exp (-(gridDecay a k₀ * a * n)) := by
  have hsum := grid_dispersion ha k₀
  have hpos : 0 < gridDecay a k₀ * a := by
    rw [gridDecay_mul ha]
    have := Real.arsinh_pos_iff.2 (by positivity : 0 < a * k₀ / 2)
    linarith
  have hs1 : 1 < exp (gridDecay a k₀ * a) := Real.one_lt_exp_iff.2 hpos
  have hr1 : exp (-(gridDecay a k₀ * a)) ≤ 1 := Real.exp_le_one_iff.2 (by linarith)
  have hr0 := Real.exp_pos (-(gridDecay a k₀ * a))
  have hrs : exp (gridDecay a k₀ * a) * exp (-(gridDecay a k₀ * a)) = 1 := by
    rw [← Real.exp_add, add_neg_cancel, Real.exp_zero]
  have hstep := exp_step (gridDecay a k₀ * a)
  generalize exp (gridDecay a k₀ * a) = s at *
  generalize exp (-(gridDecay a k₀ * a)) = r at *
  -- the growing component is multiplied by s at each step
  have hrec : ∀ m, ψ (m + 2) - r * ψ (m + 1) = s * (ψ (m + 1) - r * ψ m) := by
    intro m
    have h := hψ m
    rw [div_eq_iff (by positivity)] at h
    linear_combination h - ψ (m + 1) * hsum + ψ m * hrs
  have hpow : ∀ m, ψ (m + 1) - r * ψ m = s ^ m * (ψ 1 - r * ψ 0) := by
    intro m
    induction m with
    | zero => simp
    | succ m ih => exact (hrec m).trans (by rw [ih]; ring)
  -- boundedness removes it
  have hd : ψ 1 - r * ψ 0 = 0 := by
    by_contra hne
    obtain ⟨m, hm⟩ := pow_unbounded_of_one_lt (2 * C / |ψ 1 - r * ψ 0|) hs1
    rw [div_lt_iff₀ (abs_pos.2 hne)] at hm
    have h1 : |r * ψ m| ≤ C := by
      rw [abs_mul, abs_of_pos hr0]
      nlinarith [hb m, mul_nonneg (sub_nonneg.2 hr1) (abs_nonneg (ψ m))]
    have h2 : |ψ (m + 1) - r * ψ m| ≤ 2 * C := by
      have h3 := abs_le.1 h1
      have h4 := abs_le.1 (hb (m + 1))
      exact abs_le.2 ⟨by linarith [h3.2, h4.1], by linarith [h3.1, h4.2]⟩
    rw [hpow m, abs_mul, abs_of_pos (pow_pos (by linarith) m)] at h2
    linarith
  induction n with
  | zero => simp
  | succ m ih =>
    have h := hpow m
    rw [hd, mul_zero] at h
    rw [hstep m]
    linear_combination h + r * ih

/-- For `a, k₀, κ > 0`, the exponential `exp (-κ a n)` solves the grid barrier equation exactly
when `κ = (2/a) arsinh (a k₀ / 2)`. -/
theorem exp_solution_iff {a k₀ κ : ℝ} (ha : 0 < a) (hk : 0 < k₀) (hκ : 0 < κ) :
    IsGridBarrierSolution a k₀ (fun n => exp (-(κ * a * n))) ↔ κ = gridDecay a k₀ := by
  constructor
  · intro h
    have hb : ∀ n : ℕ, |exp (-(κ * a * n))| ≤ 1 := fun n => by
      rw [abs_of_pos (Real.exp_pos _), Real.exp_le_one_iff]
      exact neg_nonpos.2 (by positivity)
    have h1 := bounded_solution_eq ha hk h hb 1
    have h2 : exp (-(κ * a)) = exp (-(gridDecay a k₀ * a)) := by
      simpa only [Nat.cast_one, Nat.cast_zero, mul_one, mul_zero, neg_zero, Real.exp_zero,
        one_mul] using h1
    exact mul_right_cancel₀ ha.ne' (neg_inj.1 (Real.exp_injective h2))
  · intro h n
    have hsum := grid_dispersion ha k₀
    rw [← h] at hsum
    have hrs : exp (κ * a) * exp (-(κ * a)) = 1 := by
      rw [← Real.exp_add, add_neg_cancel, Real.exp_zero]
    show (exp (-(κ * a * ((n + 1 + 1 : ℕ) : ℝ))) + exp (-(κ * a * n))
      - 2 * exp (-(κ * a * ((n + 1 : ℕ) : ℝ)))) / a ^ 2
      = k₀ ^ 2 * exp (-(κ * a * ((n + 1 : ℕ) : ℝ)))
    rw [div_eq_iff (by positivity), exp_step (κ * a) (n + 1), exp_step (κ * a) n]
    linear_combination (exp (-(κ * a)) * exp (-(κ * a * n))) * hsum
      - exp (-(κ * a * n)) * hrs

/-- For `a, k₀ > 0`, the grid decay constant is smaller than the continuum value `k₀`, by at
most `a² k₀³ / 24`. -/
theorem decay_underestimated {a k₀ : ℝ} (ha : 0 < a) (hk : 0 < k₀) :
    0 < k₀ - gridDecay a k₀ ∧ k₀ - gridDecay a k₀ ≤ a ^ 2 * k₀ ^ 3 / 24 := by
  have hx : 0 < a * k₀ / 2 := by positivity
  have hq := gridDecay_mul ha k₀
  have h1 := (arsinh_taylor_bounds hx.le).1
  have h2 := Real.self_lt_sinh_iff.2 (Real.arsinh_pos_iff.2 hx)
  rw [Real.sinh_arsinh] at h2
  constructor
  · exact pos_of_mul_pos_left (by linarith : 0 < (k₀ - gridDecay a k₀) * a) ha.le
  · exact le_of_mul_le_mul_right (by linarith) ha

/-- For `a, k₀ > 0`, the deficit of the grid decay constant is at least `a² k₀³ / 24` minus
the fourth-order term `3 a⁴ k₀⁵ / 640`. -/
theorem decay_error_lower {a k₀ : ℝ} (ha : 0 < a) (hk : 0 < k₀) :
    a ^ 2 * k₀ ^ 3 / 24 - 3 * a ^ 4 * k₀ ^ 5 / 640 ≤ k₀ - gridDecay a k₀ := by
  have hq := gridDecay_mul ha k₀
  have h1 := (arsinh_taylor_bounds (by positivity : 0 ≤ a * k₀ / 2)).2
  exact le_of_mul_le_mul_right (by linarith) ha

/-- For `a, k₀ > 0` and a bounded grid solution with `ψ 0 ≠ 0`, the log of the squared
attenuation over `N > 0` steps exceeds that of `exp (-k₀ x)` by `2 (k₀ - q)` times the thickness
`N a`, which is positive and at most `a² k₀³ / 12` times the thickness. -/
theorem log_attenuation_error {a k₀ C : ℝ} (ha : 0 < a) (hk : 0 < k₀) {ψ : ℕ → ℝ}
    (hψ : IsGridBarrierSolution a k₀ ψ) (hb : ∀ n, |ψ n| ≤ C) (h0 : ψ 0 ≠ 0)
    {N : ℕ} (hN : 0 < N) :
    log ((ψ N / ψ 0) ^ 2) - log (exp (-(k₀ * (N * a))) ^ 2)
        = 2 * (k₀ - gridDecay a k₀) * (N * a) ∧
      0 < 2 * (k₀ - gridDecay a k₀) * (N * a) ∧
      2 * (k₀ - gridDecay a k₀) * (N * a) ≤ a ^ 2 * k₀ ^ 3 / 12 * (N * a) := by
  obtain ⟨h1, h2⟩ := decay_underestimated ha hk
  have hN' : (0 : ℝ) < N := Nat.cast_pos.2 hN
  have hd : 0 < (N : ℝ) * a := mul_pos hN' ha
  refine ⟨?_, mul_pos (by linarith) hd, mul_le_mul_of_nonneg_right (by linarith) hd.le⟩
  rw [bounded_solution_eq ha hk hψ hb N, mul_div_cancel_left₀ _ h0, Real.log_pow,
    Real.log_pow, Real.log_exp, Real.log_exp]
  push_cast
  ring

end GridTunnelling
```

```lean
#print axioms GridTunnelling.exp_solution_iff
#print axioms GridTunnelling.decay_underestimated
#print axioms GridTunnelling.decay_error_lower
#print axioms GridTunnelling.log_attenuation_error
```

```
'GridTunnelling.exp_solution_iff' depends on axioms: [propext, Classical.choice, Quot.sound]
'GridTunnelling.decay_underestimated' depends on axioms: [propext, Classical.choice, Quot.sound]
'GridTunnelling.decay_error_lower' depends on axioms: [propext, Classical.choice, Quot.sound]
'GridTunnelling.log_attenuation_error' depends on axioms: [propext, Classical.choice, Quot.sound]
```

The proof of `arsinh_taylor_bounds` follows the integration argument. Its steps `lo` and `hi` are the two inequalities for \(1/w\), with the factored polynomials handed to `nlinarith`. Then `monotone_of_deriv_nonneg` shows that both differences increase from their value at zero.

`grid_dispersion` obtains the sum \(s+r\) from the double-angle formula for cosh. In `bounded_solution_eq`, `hrec` is \(D_{n+1}=sD_n\), `hpow` is its iterated form, and `hd` is \(D_0=0\), reached by finding a power of \(s\) that would violate the bound \(2C\). A final induction, using `exp_step`, builds up the exponential.

For `exp_solution_iff`, the forward direction notes that the trial exponential is bounded by 1, applies the previous theorem at \(n=1\), and uses the injectivity of exp. The converse substitutes the exponential and uses the dispersion relation.

The two decay-rate theorems insert \(x=ak_0/2\) and compare both sides after multiplication by \(a\), for which `gridDecay_mul` supplies \(qa=2\,\mathrm{arsinh}(ak_0/2)\). `log_attenuation_error` replaces `ψ N` by its exponential form, cancels `ψ 0`, takes logarithms, and multiplies the rate bounds by \(2Na\).
